# Hard walls at ±L raise the bound-state energy of a delta well by 2κ²e^(−2κL) to leading order

In units with $\hbar=m=1$, a particle in the well $-\kappa\,\delta(x)$, $\kappa>0$, between hard walls at $\pm L$ with $L>1/\kappa$ has exactly one even state of energy $-k^2/2$ with $k>0$, fixed by $k=\kappa\tanh(kL)$. Its energy lies above the free-space value $-\kappa^2/2$, and the shift times $e^{2\kappa L}$ tends to $2\kappa^2$ as $L\to\infty$.

In Lean 4 with Mathlib:

```lean
import Mathlib

open Filter Topology Set

namespace DeltaWellHardWall

noncomputable section

/-- The even trial state `sinh (k (L - |x|))` between hard walls at `-L` and `L`. -/
def wallState (k L x : ℝ) : ℝ := Real.sinh (k * (L - |x|))

/-- The energy `-k²/2` belonging to the decay constant `k`, in units with `ħ = m = 1`. -/
def boundEnergy (k : ℝ) : ℝ := -k ^ 2 / 2

/-- The matching equation `k = κ tanh (k L)` for a delta well of strength `κ`. -/
def Matching (κ L k : ℝ) : Prop := k = κ * Real.tanh (k * L)

lemma matching_iff (κ L k : ℝ) :
    Matching κ L k ↔ k * Real.cosh (k * L) = κ * Real.sinh (k * L) := by
  unfold Matching
  rw [Real.tanh_eq_sinh_div_cosh, ← mul_div_assoc, eq_div_iff (Real.cosh_pos _).ne']

lemma branch_deriv (k L s x : ℝ) :
    HasDerivAt (fun y => Real.sinh (k * (L - s * y)))
      (-(s * k) * Real.cosh (k * (L - s * x))) x := by
  have h := ((((hasDerivAt_id' x).const_mul s).const_sub L).const_mul k).sinh
  convert h using 1
  ring

/-- The trial state vanishes at both walls and solves the free Schrödinger equation with
energy `-k²/2` everywhere except at the position of the delta well. -/
theorem wallState_solves (k L : ℝ) (hL : 0 < L) :
    wallState k L L = 0 ∧ wallState k L (-L) = 0 ∧
    ∀ x, x ≠ 0 →
      -(1 / 2) * deriv (deriv (wallState k L)) x = boundEnergy k * wallState k L x := by
  refine ⟨by simp [wallState, abs_of_pos hL], by simp [wallState, abs_of_pos hL], ?_⟩
  intro x hx
  -- on either side of the well, `|y| = s y` with `s = 1` or `s = -1`
  have key : ∀ s : ℝ, s * s = 1 →
      wallState k L =ᶠ[𝓝 x] (fun y => Real.sinh (k * (L - s * y))) →
      -(1 / 2) * deriv (deriv (wallState k L)) x = boundEnergy k * wallState k L x := by
    intro s hs he
    have h1 : deriv (fun y => Real.sinh (k * (L - s * y))) =
        fun y => -(s * k) * Real.cosh (k * (L - s * y)) :=
      funext fun y => (branch_deriv k L s y).deriv
    have h2 := (((((hasDerivAt_id' x).const_mul s).const_sub L).const_mul k).cosh).const_mul
      (-(s * k))
    have h3 : wallState k L x = Real.sinh (k * (L - s * x)) := he.eq_of_nhds
    rw [he.deriv.deriv_eq, h1, h2.deriv, h3]
    unfold boundEnergy
    linear_combination (-(k ^ 2 / 2) * Real.sinh (k * (L - s * x))) * hs
  rcases lt_or_gt_of_ne hx with h | h
  · refine key (-1) (by norm_num) ?_
    filter_upwards [Iio_mem_nhds h] with y hy
    simp [wallState, abs_of_neg (mem_Iio.mp hy)]
  · refine key 1 (by norm_num) ?_
    filter_upwards [Ioi_mem_nhds h] with y hy
    simp [wallState, abs_of_pos (mem_Ioi.mp hy)]

/-- The slope of the trial state jumps by `-2κ ψ(0)` at the delta well exactly when the
matching equation holds. -/
theorem jump_iff_matching (κ L k : ℝ) :
    derivWithin (wallState k L) (Ici 0) 0 - derivWithin (wallState k L) (Iic 0) 0
      = -2 * κ * wallState k L 0 ↔ Matching κ L k := by
  have hR : HasDerivWithinAt (wallState k L) (-(k * Real.cosh (k * L))) (Ici 0) 0 := by
    have h : HasDerivAt (fun y => Real.sinh (k * (L - 1 * y)))
        (-(k * Real.cosh (k * L))) 0 :=
      (branch_deriv k L 1 0).congr_deriv (by rw [mul_zero, sub_zero]; ring)
    exact h.hasDerivWithinAt.congr
      (fun y hy => by simp [wallState, abs_of_nonneg (mem_Ici.mp hy)]) (by simp [wallState])
  have hl : HasDerivWithinAt (wallState k L) (k * Real.cosh (k * L)) (Iic 0) 0 := by
    have h : HasDerivAt (fun y => Real.sinh (k * (L - (-1) * y)))
        (k * Real.cosh (k * L)) 0 :=
      (branch_deriv k L (-1) 0).congr_deriv (by rw [mul_zero, sub_zero]; ring)
    exact h.hasDerivWithinAt.congr
      (fun y hy => by simp [wallState, abs_of_nonpos (mem_Iic.mp hy)]) (by simp [wallState])
  have h0 : wallState k L 0 = Real.sinh (k * L) := by simp [wallState]
  rw [hR.derivWithin (uniqueDiffOn_Ici 0 0 (by simp)),
    hl.derivWithin (uniqueDiffOn_Iic 0 0 (by simp)), h0, matching_iff]
  constructor <;> intro h <;> linarith

lemma sinh_lt_mul_cosh {t : ℝ} (ht : 0 < t) : Real.sinh t < t * Real.cosh t := by
  have hmono : StrictMonoOn (fun x : ℝ => x * Real.cosh x - Real.sinh x) (Ici 0) := by
    apply strictMonoOn_of_deriv_pos (convex_Ici 0)
    · exact ((continuous_id.mul Real.continuous_cosh).sub Real.continuous_sinh).continuousOn
    · intro x hx
      rw [interior_Ici] at hx
      have h := ((hasDerivAt_id' x).fun_mul (Real.hasDerivAt_cosh x)).fun_sub
        (Real.hasDerivAt_sinh x)
      rw [h.deriv]
      have := mul_pos (mem_Ioi.mp hx) (Real.sinh_pos_iff.mpr (mem_Ioi.mp hx))
      linarith
  have h := hmono (mem_Ici.mpr le_rfl) (mem_Ici.mpr ht.le) ht
  simp only [Real.sinh_zero, zero_mul, sub_zero] at h
  linarith

/-- The ratio `tanh t / t` decreases strictly for `t > 0`, written without division. -/
theorem tanh_ratio_decreasing {a b : ℝ} (ha : 0 < a) (hab : a < b) :
    a * Real.cosh a * Real.sinh b < b * Real.cosh b * Real.sinh a := by
  obtain ⟨w, rfl⟩ : ∃ w, b = a + w := ⟨b - a, by ring⟩
  have hw : 0 < w := by linarith
  have h1 := sinh_lt_mul_cosh hw
  have h2 : Real.cosh w < Real.cosh (a + w) := by
    rw [Real.cosh_lt_cosh, abs_of_pos hw, abs_of_pos (by linarith)]
    linarith
  have h3 : Real.sinh w < w * Real.cosh (a + w) := h1.trans (mul_lt_mul_of_pos_left h2 hw)
  have h4 : a * Real.sinh w < Real.sinh a * (w * Real.cosh (a + w)) :=
    mul_lt_mul (Real.self_lt_sinh_iff.mpr ha) h3.le (Real.sinh_pos_iff.mpr hw)
      (Real.sinh_pos_iff.mpr ha).le
  -- the difference of the two sides is `w sinh a cosh (a+w) - a sinh w`
  have h5 := Real.cosh_sq a
  rw [Real.cosh_add] at h4 ⊢
  rw [Real.sinh_add]
  linear_combination h4 + a * Real.sinh w * h5

/-- Every root of the matching equation lies below the free-space decay constant `κ`. -/
theorem root_lt {κ L k : ℝ} (hκ : 0 < κ) (h : Matching κ L k) : k < κ := by
  rw [matching_iff] at h
  have h1 := Real.cosh_sub_sinh (k * L)
  have h2 := Real.exp_pos (-(k * L))
  have h3 : κ * Real.sinh (k * L) < κ * Real.cosh (k * L) :=
    mul_lt_mul_of_pos_left (by linarith) hκ
  exact lt_of_mul_lt_mul_right (h.trans_lt h3) (Real.cosh_pos _).le

/-- For `L > 1/κ` the matching equation has exactly one positive root. -/
theorem existsUnique_root {κ L : ℝ} (hκ : 0 < κ) (hL : 1 / κ < L) :
    ∃! k, 0 < k ∧ Matching κ L k := by
  have hL0 : 0 < L := (one_div_pos.mpr hκ).trans hL
  have hc : 1 < κ * L := by
    have := (div_lt_iff₀ hκ).mp hL
    linarith
  -- the lower end of the bracket is `log (κ L) / L`
  have ht : 0 < Real.log (κ * L) := Real.log_pos hc
  obtain ⟨p, hp⟩ : ∃ p, p * L = Real.log (κ * L) :=
    ⟨Real.log (κ * L) / L, div_mul_cancel₀ _ hL0.ne'⟩
  have hp0 : 0 < p := pos_of_mul_pos_left (hp ▸ ht) hL0.le
  have hpκ : p ≤ κ := by
    have := Real.log_le_sub_one_of_pos (zero_lt_one.trans hc)
    exact le_of_mul_le_mul_right (by linarith) hL0
  have hlow : 0 ≤ κ * Real.sinh (p * L) - p * Real.cosh (p * L) := by
    have h1 := Real.cosh_add_sinh (p * L)
    have h2 : Real.exp (p * L) = κ * L := by rw [hp, Real.exp_log (by linarith)]
    have h3 := Real.self_lt_sinh_iff.mpr (mul_pos hp0 hL0)
    have h4 := mul_pos hp0 hL0
    have h5 : p * Real.cosh (p * L) ≤ p * (κ * L) :=
      mul_le_mul_of_nonneg_left (by linarith) hp0.le
    have h6 := mul_le_mul_of_nonneg_left h3.le hκ.le
    linarith
  have hhigh : κ * Real.sinh (κ * L) - κ * Real.cosh (κ * L) ≤ 0 := by
    have h1 := Real.cosh_sub_sinh (κ * L)
    have h2 := mul_pos hκ (Real.exp_pos (-(κ * L)))
    rw [← h1] at h2
    linarith
  have hcont : Continuous fun k : ℝ => κ * Real.sinh (k * L) - k * Real.cosh (k * L) := by
    fun_prop
  obtain ⟨k, hk, hk0⟩ := intermediate_value_Icc' hpκ hcont.continuousOn ⟨hhigh, hlow⟩
  have hk1 : κ * Real.sinh (k * L) - k * Real.cosh (k * L) = 0 := hk0
  -- two different roots would contradict the strict decrease of `tanh t / t`
  have huniq : ∀ a b, 0 < a → a < b → Matching κ L a → Matching κ L b → False := by
    intro a b ha hab h1 h2
    rw [matching_iff] at h1 h2
    have h3 := tanh_ratio_decreasing (mul_pos ha hL0) (mul_lt_mul_of_pos_right hab hL0)
    have h4 : a * L * Real.cosh (a * L) * Real.sinh (b * L)
        = b * L * Real.cosh (b * L) * Real.sinh (a * L) := by
      linear_combination L * Real.sinh (b * L) * h1 - L * Real.sinh (a * L) * h2
    exact h3.ne h4
  refine ⟨k, ⟨hp0.trans_le hk.1, (matching_iff κ L k).mpr (by linarith)⟩, ?_⟩
  rintro q ⟨hq, hqm⟩
  have hkm : Matching κ L k := (matching_iff κ L k).mpr (by linarith)
  rcases lt_trichotomy q k with h | h | h
  · exact (huniq q k hq h hqm hkm).elim
  · exact h
  · exact (huniq k q (hp0.trans_le hk.1) h hkm hqm).elim

/-- A positive root of the matching equation exists only if `L > 1/κ`. -/
theorem wall_distance_of_root {κ L k : ℝ} (hκ : 0 < κ) (hL : 0 < L) (hk : 0 < k)
    (h : Matching κ L k) : 1 / κ < L := by
  rw [matching_iff] at h
  have h1 := mul_lt_mul_of_pos_left (sinh_lt_mul_cosh (mul_pos hk hL)) hκ
  have h2 : 1 * (k * Real.cosh (k * L)) < L * κ * (k * Real.cosh (k * L)) := by
    linarith
  rw [div_lt_iff₀ hκ]
  exact lt_of_mul_lt_mul_right h2 (mul_pos hk (Real.cosh_pos _)).le

lemma matching_exp {κ L k : ℝ} (h : Matching κ L k) :
    (κ - k) * Real.exp (2 * k * L) = κ + k := by
  rw [matching_iff] at h
  have h1 := Real.cosh_add_sinh (k * L)
  have h2 := Real.cosh_sub_sinh (k * L)
  have h3 : Real.exp (k * L) * Real.exp (-(k * L)) = 1 := by
    rw [← Real.exp_add, add_neg_cancel, Real.exp_zero]
  have h4 : Real.exp (2 * k * L) = Real.exp (k * L) * Real.exp (k * L) := by
    rw [← Real.exp_add]
    congr 1
    ring
  have h5 : (κ - k) * Real.exp (k * L) = (κ + k) * Real.exp (-(k * L)) := by
    rw [← h1, ← h2]
    linear_combination -2 * h
  rw [h4]
  linear_combination Real.exp (k * L) * h5 + (κ + k) * h3

/-- At a root of the matching equation, the energy shift times `exp (2κL)` equals
`(κ + k)²/2 · exp (2(κ - k)L)`. -/
theorem scaled_shift_eq {κ L k : ℝ} (h : Matching κ L k) :
    (boundEnergy k - boundEnergy κ) * Real.exp (2 * κ * L)
      = (κ + k) ^ 2 / 2 * Real.exp (2 * ((κ - k) * L)) := by
  have h1 : Real.exp (2 * κ * L)
      = Real.exp (2 * k * L) * Real.exp (2 * ((κ - k) * L)) := by
    rw [← Real.exp_add]
    congr 1
    ring
  rw [h1]
  unfold boundEnergy
  linear_combination (κ + k) / 2 * Real.exp (2 * ((κ - k) * L)) * matching_exp h

/-- The defect `κ - k` of a positive root satisfies `(κ - k) L · κL < 2`. -/
theorem root_defect_bound {κ L k : ℝ} (hκ : 0 < κ) (hL : 0 < L) (hk : 0 < k)
    (h : Matching κ L k) : (κ - k) * L * (κ * L) < 2 := by
  have hlt := root_lt hκ h
  have he := matching_exp h
  rw [matching_iff] at h
  have hs := Real.self_lt_sinh_iff.mpr (mul_pos hk hL)
  have hkL := mul_pos hk hL
  -- a positive root satisfies `cosh (k L) > κ L`
  have h1 : κ * L < Real.cosh (k * L) := by
    have := mul_lt_mul_of_pos_left hs hκ
    exact lt_of_mul_lt_mul_left (by linarith : k * (κ * L) < k * Real.cosh (k * L)) hk.le
  have h2 : κ * L < Real.exp (k * L) := by
    have := Real.cosh_add_sinh (k * L)
    linarith
  have h3 : (κ * L) * (κ * L) < Real.exp (2 * k * L) := by
    have h4 : Real.exp (2 * k * L) = Real.exp (k * L) * Real.exp (k * L) := by
      rw [← Real.exp_add]
      congr 1
      ring
    rw [h4]
    exact mul_self_lt_mul_self (mul_pos hκ hL).le h2
  have h5 := mul_lt_mul_of_pos_left h3 (sub_pos.mpr hlt)
  have h6 : κ * ((κ - k) * L * (κ * L)) < κ * 2 := by
    calc κ * ((κ - k) * L * (κ * L)) = (κ - k) * ((κ * L) * (κ * L)) := by ring
      _ < κ + k := by linarith
      _ < κ * 2 := by linarith
  exact lt_of_mul_lt_mul_left h6 hκ.le

/-- Hard-wall infrared error of the delta well: if `k L` is the positive root of the matching
equation for each `L > 1/κ`, the energy shift times `exp (2κL)` tends to `2κ²`. -/
theorem infrared_error_tendsto {κ : ℝ} (hκ : 0 < κ) (k : ℝ → ℝ)
    (hk : ∀ L, 1 / κ < L → 0 < k L ∧ Matching κ L (k L)) :
    Tendsto (fun L => (boundEnergy (k L) - boundEnergy κ) * Real.exp (2 * κ * L))
      atTop (𝓝 (2 * κ ^ 2)) := by
  have hinv : Tendsto (fun L : ℝ => L⁻¹) atTop (𝓝 0) := tendsto_inv_atTop_zero
  have hg : Tendsto (fun L : ℝ => 2 / κ * L⁻¹) atTop (𝓝 0) := by
    simpa using hinv.const_mul (2 / κ)
  -- the defect vanishes faster than `1/L`
  have hD : Tendsto (fun L => (κ - k L) * L) atTop (𝓝 0) := by
    refine squeeze_zero' ?_ ?_ hg
    · filter_upwards [eventually_gt_atTop (1 / κ)] with L hL
      have hL0 : 0 < L := (one_div_pos.mpr hκ).trans hL
      exact mul_nonneg (sub_pos.mpr (root_lt hκ (hk L hL).2)).le hL0.le
    · filter_upwards [eventually_gt_atTop (1 / κ)] with L hL
      have hL0 : 0 < L := (one_div_pos.mpr hκ).trans hL
      have hb := root_defect_bound hκ hL0 (hk L hL).1 (hk L hL).2
      have h1 : 2 / κ * L⁻¹ = 2 / (κ * L) := by
        rw [← div_eq_mul_inv, div_div]
      rw [h1, le_div_iff₀ (mul_pos hκ hL0)]
      exact hb.le
  have hK : Tendsto k atTop (𝓝 κ) := by
    have h1 : Tendsto (fun L => κ - (κ - k L) * L * L⁻¹) atTop (𝓝 κ) := by
      simpa using (hD.mul hinv).const_sub κ
    refine h1.congr' ?_
    filter_upwards [eventually_gt_atTop (0 : ℝ)] with L hL
    rw [mul_assoc, mul_inv_cancel₀ hL.ne']
    ring
  have hlim : Tendsto (fun L => (κ + k L) ^ 2 / 2 * Real.exp (2 * ((κ - k L) * L)))
      atTop (𝓝 ((κ + κ) ^ 2 / 2 * Real.exp (2 * 0))) :=
    (((hK.const_add κ).pow 2).div_const 2).mul
      ((Real.continuous_exp.tendsto _).comp (hD.const_mul 2))
  have hval : (κ + κ) ^ 2 / 2 * Real.exp (2 * 0) = 2 * κ ^ 2 := by
    rw [mul_zero, Real.exp_zero]
    ring
  rw [hval] at hlim
  refine hlim.congr' ?_
  filter_upwards [eventually_gt_atTop (1 / κ)] with L hL
  exact (scaled_shift_eq (hk L hL).2).symm

end

end DeltaWellHardWall
```

```lean
#print axioms DeltaWellHardWall.wallState_solves
#print axioms DeltaWellHardWall.existsUnique_root
#print axioms DeltaWellHardWall.wall_distance_of_root
#print axioms DeltaWellHardWall.infrared_error_tendsto
```

```
'DeltaWellHardWall.wallState_solves' depends on axioms: [propext, Classical.choice, Quot.sound]
'DeltaWellHardWall.existsUnique_root' depends on axioms: [propext, Classical.choice, Quot.sound]
'DeltaWellHardWall.wall_distance_of_root' depends on axioms: [propext, Classical.choice, Quot.sound]
'DeltaWellHardWall.infrared_error_tendsto' depends on axioms: [propext, Classical.choice, Quot.sound]
```

## From the well to the matching equation

Between the well and a wall, the equation $-\tfrac12\psi''=-\tfrac{k^2}{2}\psi$ has hyperbolic solutions. The even one that vanishes at $\pm L$ is, up to a factor,
$$\psi(x)=\sinh\bigl(k(L-|x|)\bigr),$$
which is `wallState k L x`, left unnormalised. `wallState_solves` checks the wall conditions and the differential equation at every $x\neq0$. Its proof replaces $|x|$ by $sx$ with $s=\pm1$ near the point and differentiates twice.

The delta potential enters through its effect on the slope: integrating the Schrödinger equation across the origin gives $\psi'(0^+)-\psi'(0^-)=-2\kappa\psi(0)$. The one-sided slopes are $\mp k\cosh(kL)$, so the condition reads
$$k\cosh(kL)=\kappa\sinh(kL),$$
which is `Matching κ L k` after division by $\cosh(kL)$. `jump_iff_matching` proves this equivalence, with one-sided derivatives written as `derivWithin` on `Ici 0` and `Iic 0`. The value $k=0$ always satisfies the equation but gives the zero function, so existence, uniqueness and the limit are stated for $k>0$.

The number $\kappa$ has two roles: it is the strength of the well and the decay constant of the free-space state $e^{-\kappa|x|}$. That is why `boundEnergy κ` serves as the reference energy. The file takes this reference as given and constructs no Hamiltonian operator or spectrum; odd states and states of positive energy are not treated.

## One positive root, and only for L > 1/κ

A root lies below $\kappa$ because $k\cosh(kL)=\kappa\sinh(kL)<\kappa\cosh(kL)$; this is `root_lt`.

For existence, let $f(k)=\kappa\sinh(kL)-k\cosh(kL)$. At the upper end, $f(\kappa)=-\kappa e^{-\kappa L}<0$. At the lower end take $p=\log(\kappa L)/L$, which is positive since $\kappa L>1$ and at most $\kappa$ since $\log y\le y-1$. Then $e^{pL}=\kappa L$, and
$$\kappa\sinh(pL)>\kappa\,pL=p\,e^{pL}>p\cosh(pL),$$
so $f(p)>0$. The intermediate value theorem, `intermediate_value_Icc'`, supplies a root in $[p,\kappa]$.

For uniqueness, a positive root satisfies $\tanh(kL)/(kL)=1/(\kappa L)$, and $\tanh t/t$ decreases strictly. `tanh_ratio_decreasing` states this without division. With $b=a+w$ and $a,w>0$,
$$b\cosh b\,\sinh a-a\cosh a\,\sinh b=w\sinh a\cosh(a+w)-a\sinh w.$$
The right side is positive because $a<\sinh a$ and $\sinh w<w\cosh w<w\cosh(a+w)$. The inequality $\sinh t<t\cosh t$ holds because $t\cosh t-\sinh t$ vanishes at $0$ and has derivative $t\sinh t>0$.

The same inequality gives the threshold. If $k>0$ is a root, then $k\cosh(kL)=\kappa\sinh(kL)<\kappa kL\cosh(kL)$, so $\kappa L>1$; this is `wall_distance_of_root`. Physically, in a narrower box the kinetic energy of confinement outweighs the attraction, and no even state of negative energy is left.

## The exponential and its prefactor

Writing the matching equation in exponentials gives $(\kappa-k)e^{kL}=(\kappa+k)e^{-kL}$, hence
$$(\kappa-k)e^{2kL}=\kappa+k,$$
which is `matching_exp`. The energy shift is $(\kappa^2-k^2)/2=(\kappa-k)(\kappa+k)/2$. Multiplying by $e^{2\kappa L}=e^{2kL}e^{2(\kappa-k)L}$ yields the exact identity `scaled_shift_eq`:
$$\frac{\kappa^2-k^2}{2}\,e^{2\kappa L}=\frac{(\kappa+k)^2}{2}\,e^{2(\kappa-k)L}.$$

For the limit, $k\to\kappa$ is not sufficient, since the exponent contains $(\kappa-k)L$. `root_defect_bound` controls this product. From $\sinh(kL)>kL$ and the matching equation, $\cosh(kL)>\kappa L$, so $e^{kL}>\kappa L$. Therefore
$$(\kappa-k)(\kappa L)^2<(\kappa-k)e^{2kL}=\kappa+k<2\kappa,$$
and division by $\kappa^2L$ gives $0<(\kappa-k)L<2/(\kappa L)$. The squeeze step `squeeze_zero'` turns this into $(\kappa-k)L\to0$, and dividing by $L$ gives $k\to\kappa$. The right side of the identity then tends to $(2\kappa)^2/2=2\kappa^2$.

In `infrared_error_tendsto`, `k` is a function of `L` assumed to pick a positive root whenever $L>1/\kappa$, so `k L` is there the value of that function and not a product. `existsUnique_root` shows that such a choice exists and is unique on that range; values at smaller $L$ do not affect the limit.

## Extrapolating in the box size

A grid or basis calculation for this delta well that forces the wavefunction to vanish at $\pm L$ has this infrared error, meaning the error due to the finite box. For this one-particle, one-dimensional model, energies computed at several $L$ with $\kappa L\gg1$ can be fitted to $E(L)=E_\infty+A\,e^{-2\kappa L}$, with $\kappa=\sqrt{-2E_\infty}$ and expected amplitude $A=2\kappa^2$. Discretisation errors whose variation with $L$ is comparable to the shift distort the fit; an error that is the same at every $L$ biases the fitted $E_\infty$ and, through it, the value of $\kappa$ in the exponent.

In code, the root can be found by bisection on $[\log(\kappa L)/L,\kappa]$. At large $L$, subtracting $k^2$ from $\kappa^2$ loses digits; the equivalent form $\tfrac12(\kappa+k)^2e^{-2kL}$ avoids the cancellation.

## Periodic boundaries reverse the sign

Modelling the finite box as a periodic cell of length $2L$, with a wavefunction that is itself periodic (zero Bloch wavevector), replaces the state by $\cosh(k(L-|x|))$ and the matching equation by $k=\kappa\coth(kL)$. The root then lies above $\kappa$ and exists for every $L>0$. The same algebra, here carried out only by hand, gives a leading shift of $-2\kappa^2e^{-2\kappa L}$: the energy approaches its limit from below, at the same exponential rate.
